# The Thomas-Fermi density of non-interacting fermions in a one-dimensional harmonic trap minimises the grand potential density at each point

For non-interacting spinless fermions in one dimension, in the trap x²/2 and in units where ħ and the mass are 1, the Thomas-Fermi grand potential density at a point x is π²y³/6 + x²y/2 − μy when the particle density there is y. The lemma `local_minimum` states that, for every real μ and x, the Thomas-Fermi density √(max(0, 2μ − x²))/π gives this expression a value no greater than any y ≥ 0 does. The proof splits on whether x² ≤ 2μ. Where that holds, it combines the Euler equation `e` with the nonnegativity `k` of a square times a nonnegative factor; in the other case the density is zero, and the remaining terms are shown to be nonnegative.

The first attempt, which Lean rejects:

```lean
import Mathlib

open Real MeasureTheory

namespace ThomasFermiTrap

noncomputable section

/-- Thomas-Fermi density of spinless fermions in the trap `x²/2` at chemical potential `μ`;
it is zero beyond the classical turning points. -/
def density (μ x : ℝ) : ℝ := √(max 0 (2 * μ - x ^ 2)) / π

/-- The density vanishes at and beyond the turning points. -/
theorem density_outside {μ x : ℝ} (h : 2 * μ ≤ x ^ 2) : density μ x = 0 := by
  unfold density
  rw [max_eq_left (by linarith), Real.sqrt_zero, zero_div]

/-- Between the turning points the local Fermi energy and the trap potential add up to `μ`. -/
theorem density_euler {μ x : ℝ} (h : x ^ 2 ≤ 2 * μ) :
    π ^ 2 / 2 * density μ x ^ 2 + x ^ 2 / 2 = μ := by
  unfold density
  rw [max_eq_right (by linarith), div_pow, Real.sq_sqrt (by linarith)]
  have e : π ^ 2 / 2 * ((2 * μ - x ^ 2) / π ^ 2) = (2 * μ - x ^ 2) / 2 := by
    field_simp
  linarith

/-- At each point the Thomas-Fermi density minimises the local grand potential among all
nonnegative density values `y`. -/
theorem local_minimum (μ x : ℝ) {y : ℝ} (hy : 0 ≤ y) :
    π ^ 2 / 6 * density μ x ^ 3 + x ^ 2 / 2 * density μ x - μ * density μ x
      ≤ π ^ 2 / 6 * y ^ 3 + x ^ 2 / 2 * y - μ * y := by
  rcases le_total (x ^ 2) (2 * μ) with h | h
  · have e := density_euler h
    have hn : 0 ≤ density μ x := div_nonneg (Real.sqrt_nonneg _) Real.pi_pos.le
    -- the excess is a square times a nonnegative factor
    have k : 0 ≤ π ^ 2 / 6 * ((y - density μ x) ^ 2 * (y + 2 * density μ x)) :=
      mul_nonneg (by positivity) (mul_nonneg (sq_nonneg _) (by linarith))
    linear_combination k + (y - density μ x) * e
  · rw [density_outside h]
    have h1 : 0 ≤ π ^ 2 / 6 * y ^ 3 := by positivity
    have h2 : 0 ≤ (x ^ 2 / 2 - μ) * y := mul_nonneg (by linarith) hy
    linarith

end

end ThomasFermiTrap
```

The error:

```
Main.lean:38:4: error: ring failed, ring expressions not equal up to an additive constant
μ x y : ℝ
hy : 0 ≤ y
h : x ^ 2 ≤ 2 * μ
e : π ^ 2 / 2 * density μ x ^ 2 + x ^ 2 / 2 = μ
hn : 0 ≤ density μ x
k : 0 ≤ π ^ 2 / 6 * ((y - density μ x) ^ 2 * (y + 2 * density μ x))
⊢ -(π ^ 2 * density μ x ^ 2 * y) + π ^ 2 * density μ x ^ 3 + density μ x * x ^ 2 - density μ x * μ * 2 - x ^ 2 * y +
      μ * y * 2 ≤
    0
```

This version goes through:

```diff
@@ -36,5 +36,5 @@
     have k : 0 ≤ π ^ 2 / 6 * ((y - density μ x) ^ 2 * (y + 2 * density μ x)) :=
       mul_nonneg (by positivity) (mul_nonneg (sq_nonneg _) (by linarith))
-    linear_combination k + (y - density μ x) * e
+    linear_combination k + (density μ x - y) * e
   · rw [density_outside h]
     have h1 : 0 ≤ π ^ 2 / 6 * y ^ 3 := by positivity
```

Cause. The error comes from the case x² ≤ 2μ, where `e` is multiplied by a factor of the wrong sign. Write n for `density μ x`. For an inequality, `linear_combination` subtracts the given combination from the goal and leaves `ring` to normalise what remains. Here the left side of the goal minus the right, once `k` is accounted for, is (n − y)(π²n²/2 + x²/2 − μ). That is `e`, left side minus right, times n − y. The attempt supplied y − n, so the term doubled instead of cancelling, and the expression in the message is exactly 2(n − y)(π²n²/2 + x²/2 − μ).

This leftover is in fact zero by `e`, but `ring` does not use hypotheses; it sees only a polynomial that does not cancel. The diff changes the coefficient to `density μ x - y`, after which everything cancels identically and the step closes. `k` was right as it stood.
